# Antisymmetry and exchange symmetry leave M(M+1)/2 free entries, M = C(m,k), in a real k-particle density tensor on m spin orbitals

Without a count of the independent entries, a storage estimate for a four-particle density can be wrong by three orders of magnitude. For 14 spatial orbitals, hence 28 spin orbitals, the full array has 28⁸ ≈ 3.8 × 10¹¹ entries, about 3 TB in double precision. Antisymmetry within each group of four indices, and symmetry under exchange of the two groups (called exchange symmetry here), leave 209,623,050 independent numbers, about 1.7 GB. Four-particle densities appear in some formulations of multireference perturbation theory, often summed over spin. The count here is for the tensor over spin orbitals, with real entries and a finite basis, and uses no symmetry beyond those two.

## A finite, ordered list of spin orbitals

Let m spin orbitals be labelled 0, …, m−1. A k-tuple I = (I₀, …, Iₖ₋₁) is a function `Fin k → Fin m`, with repeated labels allowed. The increasing tuples, written A, B, C, D below, form the type `IncTuple k m`.

```lean
import Mathlib

namespace ReducedDensityStorage

noncomputable section

variable {k m : ℕ}

/-- Strictly increasing `k`-tuples of labels of `m` spin orbitals. -/
abbrev IncTuple (k m : ℕ) := {I : Fin k → Fin m // StrictMono I}

instance : Fintype (IncTuple k m) := Fintype.ofFinite _
```

The order of the labels is a bookkeeping convention that selects one representative from each set of k distinct orbitals. Finiteness is the usual basis truncation. The derivation uses the order to sort tuples and finiteness to sum over them. With infinitely many orbitals and k ≥ 1 there would be infinitely many independent entries.

## Antisymmetry within the first tuple

For a state Ψ, the tensor has the form

G(I,J) = ⟨Ψ| a†(I₀) … a†(Iₖ₋₁) a(Jₖ₋₁) … a(J₀) |Ψ⟩.

Fermionic creation operators anticommute, so for every permutation σ

G(I∘σ, J) = sgn(σ) G(I,J).

The file takes this property as an assumption and does not construct Ψ.

```lean
/-- A function of `k` orbital labels is antisymmetric if permuting the labels multiplies it
by the sign of the permutation. -/
def IsAntisymm (g : (Fin k → Fin m) → ℝ) : Prop :=
  ∀ (σ : Equiv.Perm (Fin k)) (I : Fin k → Fin m),
    g (I ∘ σ) = ((Equiv.Perm.sign σ : ℤ) : ℝ) * g I
```

`IsDensityTensor` combines it with exchange symmetry, and `densityTensors k m` is the real vector space of all tensors that have both. Sums and real multiples preserve the two conditions.

```lean
/-- The index symmetries of a real `k`-particle density tensor: antisymmetry within the first
tuple, and symmetry under exchange of the two tuples. -/
structure IsDensityTensor (G : (Fin k → Fin m) → (Fin k → Fin m) → ℝ) : Prop where
  antisymm : ∀ J, IsAntisymm (fun I => G I J)
  symm : ∀ I J, G I J = G J I

/-- The real vector space of tensors with the index symmetries of a `k`-particle density. -/
def densityTensors (k m : ℕ) : Submodule ℝ ((Fin k → Fin m) → (Fin k → Fin m) → ℝ) where
  carrier := {G | IsDensityTensor G}
  zero_mem' := IsDensityTensor.mk (fun _ _ _ => (mul_zero _).symm) (fun _ _ => rfl)
  add_mem' := by
    intro G H hG hH
    refine IsDensityTensor.mk (fun J σ I => ?_) (fun I J => ?_)
    · change G (I ∘ σ) J + H (I ∘ σ) J = ((Equiv.Perm.sign σ : ℤ) : ℝ) * (G I J + H I J)
      rw [mul_add]
      exact congrArg₂ (· + ·) (IsDensityTensor.antisymm hG J σ I)
        (IsDensityTensor.antisymm hH J σ I)
    · exact congrArg₂ (· + ·) (IsDensityTensor.symm hG I J) (IsDensityTensor.symm hH I J)
  smul_mem' := by
    intro c G hG
    refine IsDensityTensor.mk (fun J σ I => ?_) (fun I J => ?_)
    · exact (congrArg (c * ·) (IsDensityTensor.antisymm hG J σ I)).trans (mul_left_comm _ _ _)
    · exact congrArg (c * ·) (IsDensityTensor.symm hG I J)
```

By hand, antisymmetry is used first to show that an antisymmetric function g which vanishes on increasing tuples is zero. If the labels of I are distinct, some σ sorts them, and 0 = g(I∘σ) = ±g(I). If two labels coincide, swapping them leaves I unchanged but reverses the sign, so g(I) = −g(I) = 0.

To recover g from its increasing entries, define the generalized Kronecker delta

δ(I,A) = det[δ(Iᵢ, Aⱼ)].

Permuting I permutes the rows, which gives the factor sgn(σ). For increasing B and A, the matrix is the identity if B = A. If B ≠ A, the two tuples occupy different sets of equal size, so some orbital of B is absent from A and its row is zero. Hence δ(B,A) is 1 for B = A and 0 otherwise. The difference

g(I) − Σ_A δ(I,A) g(A)

is therefore antisymmetric and vanishes on every increasing tuple, so it is zero everywhere.

In Lean, `genDelta_comp` is the row permutation rule for determinants. `incTuple_ext` says that an increasing tuple is fixed by the set it occupies, and `genDelta_inc` uses it to find the zero row.

```lean
/-- The generalized Kronecker delta of two orbital tuples, a determinant of ordinary deltas. -/
def genDelta (I A : Fin k → Fin m) : ℝ :=
  Matrix.det (Matrix.of fun i j => if I i = A j then (1 : ℝ) else 0)

/-- The generalized Kronecker delta is antisymmetric in its first tuple. -/
theorem genDelta_comp (σ : Equiv.Perm (Fin k)) (I A : Fin k → Fin m) :
    genDelta (I ∘ σ) A = ((Equiv.Perm.sign σ : ℤ) : ℝ) * genDelta I A :=
  Matrix.det_permute σ (Matrix.of fun i j => if I i = A j then (1 : ℝ) else 0)

/-- Two increasing tuples that occupy the same set of orbitals are equal. -/
theorem incTuple_ext {A B : IncTuple k m}
    (h : Finset.univ.image A.1 = Finset.univ.image B.1) : A = B := by
  have h' := congrArg (fun s : Finset (Fin m) => (s : Set (Fin m))) h
  simp only [Finset.coe_image, Finset.coe_univ, Set.image_univ] at h'
  exact Subtype.ext ((StrictMono.range_inj A.2 B.2).1 h')

/-- On increasing tuples the generalized Kronecker delta is the ordinary one. -/
theorem genDelta_inc (B A : IncTuple k m) :
    genDelta B.1 A.1 = if B = A then 1 else 0 := by
  unfold genDelta
  split_ifs with h
  · subst h
    have h1 : (Matrix.of fun i j => if B.1 i = B.1 j then (1 : ℝ) else 0) = 1 := by
      ext i j
      simp [Matrix.one_apply, B.2.injective.eq_iff]
    rw [h1, Matrix.det_one]
  · -- some orbital of `B` is missing from `A`, which gives a zero row
    have hrow : ∃ i, ∀ j, B.1 i ≠ A.1 j := by
      by_contra hc
      simp only [not_exists, not_forall, ne_eq, not_not] at hc
      refine h (incTuple_ext (Finset.eq_of_subset_of_card_le ?_ ?_))
      · intro x hx
        obtain ⟨i, _, rfl⟩ := Finset.mem_image.1 hx
        obtain ⟨j, hj⟩ := hc i
        exact Finset.mem_image.2 ⟨j, Finset.mem_univ _, hj.symm⟩
      · rw [Finset.card_image_of_injective _ A.2.injective,
          Finset.card_image_of_injective _ B.2.injective]
    obtain ⟨i, hi⟩ := hrow
    exact Matrix.det_eq_zero_of_row_eq_zero i (fun j => by simp [hi j])
```

The proof of `eq_zero_of_increasing` splits on whether I is injective: `Tuple.sort` supplies the sorting permutation in one case, and `Equiv.swap` exchanges the equal labels in the other. `antisymm_expansion` applies this lemma to the difference above.

```lean
/-- An antisymmetric function that vanishes on all increasing tuples vanishes everywhere. -/
theorem eq_zero_of_increasing {g : (Fin k → Fin m) → ℝ} (hg : IsAntisymm g)
    (h0 : ∀ A : IncTuple k m, g A.1 = 0) (I : Fin k → Fin m) : g I = 0 := by
  by_cases hI : Function.Injective I
  · -- distinct labels can be sorted
    have hs : StrictMono (I ∘ Tuple.sort I) :=
      (Tuple.monotone_sort I).strictMono_of_injective (hI.comp (Tuple.sort I).injective)
    have h1 : g (I ∘ Tuple.sort I) = 0 := h0 ⟨_, hs⟩
    have h := hg (Tuple.sort I) I
    rw [h1] at h
    rcases Int.units_eq_one_or (Equiv.Perm.sign (Tuple.sort I)) with e | e <;>
      simpa [e] using h.symm
  · -- a repeated label: the swap changes the sign but not the tuple
    obtain ⟨a, b, hab, hne⟩ := Function.not_injective_iff.1 hI
    have hsw : I ∘ Equiv.swap a b = I := by
      funext c
      rcases eq_or_ne c a with rfl | ha
      · simp [hab]
      · rcases eq_or_ne c b with rfl | hb
        · simp [hab]
        · simp [Equiv.swap_apply_of_ne_of_ne ha hb]
    have h := hg (Equiv.swap a b) I
    rw [hsw, Equiv.Perm.sign_swap hne] at h
    simp only [Units.val_neg, Units.val_one, Int.cast_neg, Int.cast_one] at h
    linarith

/-- An antisymmetric function is the sum of its values on increasing tuples, weighted by
generalized Kronecker deltas. -/
theorem antisymm_expansion {g : (Fin k → Fin m) → ℝ} (hg : IsAntisymm g)
    (I : Fin k → Fin m) : g I = ∑ A : IncTuple k m, genDelta I A.1 * g A.1 := by
  have hd : IsAntisymm (fun I => g I - ∑ A : IncTuple k m, genDelta I A.1 * g A.1) := by
    intro σ I
    simp only [hg σ I, genDelta_comp, mul_sub, Finset.mul_sum, mul_assoc]
  exact sub_eq_zero.1 (eq_zero_of_increasing hd (fun B => by simp [genDelta_inc]) I)
```

Without antisymmetry, entries with repeated or unsorted labels would be free for k ≥ 2. Exchange symmetry alone leaves mᵏ(mᵏ+1)/2 numbers. For k ≤ 1 antisymmetry imposes nothing, because every tuple is already increasing.

## Real entries that are symmetric under exchange

By Hermitian conjugation of the operator string, G(I,J) is the complex conjugate of G(J,I). When the wavefunction has real coefficients in the basis of Slater determinants built from these spin orbitals, the entries are real and

G(I,J) = G(J,I).

This has two uses. It carries antisymmetry over to the second tuple:

G(I, J∘σ) = G(J∘σ, I) = sgn(σ) G(J,I) = sgn(σ) G(I,J).

It also makes the entry at (A,B) depend only on the unordered pair {A,B}. Expanding first in I and then in J gives

G(I,J) = Σ_A Σ_B δ(I,A) δ(J,B) G(A,B).

An unordered pair is an element of `Sym2 (IncTuple k m)`, which includes the diagonal pairs {A,A}. The function `tensorOf` is the double sum with arbitrary data f{A,B} in place of G(A,B). The linear map `independentEntries` reads the entries off a tensor, and exchange symmetry is what `Sym2.lift` requires to make that reading well defined.

```lean
/-- The tensor built from one number for each unordered pair of increasing tuples. -/
def tensorOf (f : Sym2 (IncTuple k m) → ℝ) (I J : Fin k → Fin m) : ℝ :=
  ∑ A : IncTuple k m, ∑ B : IncTuple k m, genDelta I A.1 * genDelta J B.1 * f s(A, B)

/-- The entries of a density tensor on unordered pairs of increasing tuples. -/
def independentEntries (k m : ℕ) :
    densityTensors k m →ₗ[ℝ] (Sym2 (IncTuple k m) → ℝ) where
  toFun G := Sym2.lift ⟨fun A B => G.1 A.1 B.1, fun A B => IsDensityTensor.symm G.2 A.1 B.1⟩
  map_add' G H := by
    ext p
    induction p using Sym2.ind
    rfl
  map_smul' c G := by
    ext p
    induction p using Sym2.ind
    rfl
```

In `tensor_reconstruction`, the local statement `hr` is the antisymmetry in J just derived. The proof then applies `antisymm_expansion` once for each tuple.

```lean
/-- Every entry of a density tensor is recovered from its entries on increasing tuples. -/
theorem tensor_reconstruction (G : densityTensors k m) (I J : Fin k → Fin m) :
    G.1 I J = tensorOf (independentEntries k m G) I J := by
  have hG : IsDensityTensor G.1 := G.2
  have hr (K : Fin k → Fin m) : IsAntisymm (G.1 K) := by
    intro σ L
    rw [hG.symm K (L ∘ σ), hG.symm K L]
    exact hG.antisymm K σ L
  refine (antisymm_expansion (hG.antisymm J) I).trans (Finset.sum_congr rfl fun A _ => ?_)

  rw [antisymm_expansion (hr A.1) J, Finset.mul_sum]
  exact Finset.sum_congr rfl fun B _ => (mul_assoc _ _ _).symm
```

If exchange symmetry were removed and nothing put in its place, J would be unconstrained and M·mᵏ numbers would remain. For complex Hermitian tensors with the same antisymmetry, the count is M² real parameters: M real diagonal entries and M(M−1)/2 complex ones above the diagonal.

## No condition beyond the index symmetries

The entries can also be prescribed freely. Given any real f on unordered pairs, set

G(I,J) = Σ_A Σ_B δ(I,A) δ(J,B) f{A,B}.

The factor δ(I,A) makes G antisymmetric in I. Exchanging I and J and renaming the summation tuples returns the same sum, since f{A,B} = f{B,A}. On increasing tuples C and D, only the term A = C, B = D survives, so G(C,D) = f{C,D}.

`independentEntries_bijective` states both halves. Injectivity says that two density tensors with the same entries on unordered pairs of increasing tuples are equal, and follows from the reconstruction formula. Surjectivity says that every choice of those entries occurs, and its proof checks the tensor just constructed: `Finset.sum_comm` and `Sym2.eq_swap` do the renaming, and `genDelta_inc` collapses the sums.

```lean
/-- A density tensor is determined by its entries on unordered pairs of increasing tuples, and
these entries can be prescribed arbitrarily. -/
theorem independentEntries_bijective (k m : ℕ) :
    Function.Bijective (independentEntries k m) := by
  constructor
  · intro G H h
    apply Subtype.ext
    funext I J
    rw [tensor_reconstruction G, tensor_reconstruction H, h]
  · intro f
    have hf : IsDensityTensor (tensorOf f) := by
      refine ⟨fun J σ I => ?_, fun I J => ?_⟩
      · simp only [tensorOf, genDelta_comp, Finset.mul_sum, mul_assoc]
      · unfold tensorOf
        refine Finset.sum_comm.trans
          (Finset.sum_congr rfl fun A _ => Finset.sum_congr rfl fun B _ => ?_)
        rw [show s(B, A) = s(A, B) from Sym2.eq_swap]
        ring
    refine ⟨⟨tensorOf f, hf⟩, ?_⟩
    ext p
    induction p using Sym2.ind with
    | _ A B =>
      change tensorOf f A.1 B.1 = f s(A, B)
      simp only [tensorOf, genDelta_inc, mul_assoc, ← Finset.mul_sum]
      simp
```

Freedom of this kind belongs to the vector space, and physical states satisfy more. A negative diagonal entry G(A,A) is allowed here, although no state can produce one. Positivity, a fixed trace and the other conditions for G to come from an N-electron state are absent, as are spin and point-group selection rules. For a state with definite spin projection, entries that connect different projections vanish, so a program may need to store less than this count.

## Two spin orbitals for each spatial orbital

An increasing tuple is the same thing as a set of k orbitals listed in order, so there are M = C(m,k) of them. There are M(M−1)/2 unordered pairs of different tuples and M diagonal pairs, and the dimension is

M(M−1)/2 + M = M(M+1)/2.

If k > m, then M = 0 and the only tensor is zero. If k = 0, then M = 1 and one number remains.

`card_incTuple` matches each tuple with the set it occupies; `orderEmbOfFin` lists a given set in increasing order for the way back. `finrank_densityTensors` turns the bijection into a linear equivalence and counts `Sym2`. The division by 2 in its statement is between natural numbers and is exact, because M(M+1) is even.

```lean
/-- There are `C(m,k)` increasing `k`-tuples of `m` spin orbitals. -/
theorem card_incTuple (k m : ℕ) : Nat.card (IncTuple k m) = m.choose k := by
  let e : IncTuple k m → ↥(Finset.powersetCard k (Finset.univ : Finset (Fin m))) := fun A =>
    ⟨Finset.univ.image A.1, Finset.mem_powersetCard.2 ⟨Finset.subset_univ _, by
      rw [Finset.card_image_of_injective _ A.2.injective, Finset.card_univ, Fintype.card_fin]⟩⟩
  have he : Function.Bijective e := by
    refine ⟨fun A B h => incTuple_ext (congrArg Subtype.val h), fun s => ?_⟩
    have hs : s.1.card = k := (Finset.mem_powersetCard.1 s.2).2
    have him : Finset.univ.image (s.1.orderEmbOfFin hs) = s.1 := Finset.coe_inj.1 (by
      rw [Finset.coe_image, Finset.coe_univ, Set.image_univ, Finset.range_orderEmbOfFin])
    exact ⟨⟨s.1.orderEmbOfFin hs, (s.1.orderEmbOfFin hs).strictMono⟩, Subtype.ext him⟩
  rw [Nat.card_eq_of_bijective e he, Nat.card_eq_fintype_card, Fintype.card_coe,
    Finset.card_powersetCard, Finset.card_univ, Fintype.card_fin]

/-- The space of `k`-particle density tensors on `m` spin orbitals has dimension `M(M+1)/2`
with `M = C(m,k)`. -/
theorem finrank_densityTensors (k m : ℕ) :
    Module.finrank ℝ (densityTensors k m) = m.choose k * (m.choose k + 1) / 2 := by
  rw [(LinearEquiv.ofBijective _ (independentEntries_bijective k m)).finrank_eq,
    Module.finrank_fintype_fun_eq_card, Sym2.card, ← Nat.card_eq_fintype_card,
    card_incTuple, Nat.choose_two_right, Nat.add_sub_cancel, mul_comm]
```

With n spatial orbitals, each carrying spin up and spin down, m = 2n. For k = 4 this gives

n = 14: M = 28·27·26·25/24 = 20475
n = 20: M = 40·39·38·37/24 = 91390
n = 30: M = 60·59·58·57/24 = 487635.

`card_four_particle` evaluates these three binomial coefficients.

```lean
/-- The numbers of increasing 4-tuples for 14, 20 and 30 spatial orbitals, each carrying two
spin orbitals. -/
theorem card_four_particle :
    Nat.card (IncTuple 4 (2 * 14)) = 20475 ∧ Nat.card (IncTuple 4 (2 * 20)) = 91390 ∧
      Nat.card (IncTuple 4 (2 * 30)) = 487635 := by
  simp only [card_incTuple]
  norm_num [Nat.choose]

end

end ReducedDensityStorage
```

```lean
#print axioms ReducedDensityStorage.finrank_densityTensors
#print axioms ReducedDensityStorage.card_four_particle
```

```
'ReducedDensityStorage.finrank_densityTensors' depends on axioms: [propext, Classical.choice, Quot.sound]
'ReducedDensityStorage.card_four_particle' depends on axioms: [propext, Classical.choice, Quot.sound]
```

Putting n in place of 2n would give M = 1001 in the first case. That would not count spin-summed densities over spatial orbitals either, because they are not in general antisymmetric within one tuple.

## A symmetric matrix as the starting point

A different model defines the density directly as a real symmetric M × M matrix whose rows and columns are labelled by k-element sets of orbitals. The dimension would be the same and its proof shorter, since only the entries of a symmetric matrix need counting. But antisymmetry would then be built into the labels, and the recovery of the full tensor, with its signs and its zeros at repeated labels, would need a separate statement. Starting from all k-tuples makes that recovery part of the result.
